# Chebyshev vectors of a Hermitian matrix with spectrum in [-1,1] are never longer than the starting vector

## The recursion and its conventions

Let $E$ be a finite-dimensional complex inner product space, for example $\mathbb{C}^n$, and let $H$ be a Hermitian operator on it. The inner product $\langle x, y\rangle$ is conjugate-linear in its first argument. From a starting vector $\varphi_0$, which need not be normalised, define

$$\varphi_1 = H\varphi_0, \qquad \varphi_{k+2} = 2H\varphi_{k+1} - \varphi_k .$$

The Chebyshev polynomials $T_k$ obey the same rule: $T_0(x) = 1$, $T_1(x) = x$ and $T_{k+2}(x) = 2x\,T_{k+1}(x) - T_k(x)$. Replacing $x$ by $H$ gives the operator $T_k(H)$.

The energies are dimensionless here. The main hypothesis is that every eigenvalue $\mu$ of $H$ satisfies $|\mu| \le 1$, which a finite-dimensional physical Hamiltonian can always be made to satisfy by a shift and a rescaling.

## Where the recursion is used

Chebyshev propagators approximate $e^{-iHt}\varphi_0$ by a sum of the vectors $\varphi_k$. For a finite, time-independent Hermitian matrix and exact arithmetic, the results below say when these vectors stay bounded for every starting vector, however many terms are taken.

## What is proved

1. If all eigenvalues of $H$ lie in $[-1,1]$, then $\varphi_k = T_k(H)\varphi_0$ and $\|\varphi_k\| \le \|\varphi_0\|$ for every $k \ge 0$.
2. Under the same hypothesis, a finite sum with complex coefficients $c_k$ satisfies $\|\sum_k c_k\varphi_k\| \le (\sum_k |c_k|)\,\|\varphi_0\|$.
3. For Hermitian $H$, a constant $K$ with $\|\varphi_k\| \le K\|\varphi_0\|$ for all $k$ and all $\varphi_0$ exists if and only if all eigenvalues lie in $[-1,1]$.

## From the recursion to the norm bound

**The polynomial form.** The identity $\varphi_k = T_k(H)\varphi_0$ is clear for $k=0$ and $k=1$. If it holds for $k$ and $k+1$, then

$$\varphi_{k+2} = \bigl(2H\,T_{k+1}(H) - T_k(H)\bigr)\varphi_0 = T_{k+2}(H)\varphi_0 .$$

**The size of $T_k$ on the interval.** Adding the formulas for $\cos((k+1)\theta \pm \theta)$ gives

$$\cos((k+2)\theta) = 2\cos\theta\,\cos((k+1)\theta) - \cos(k\theta).$$

This is the Chebyshev rule at $x = \cos\theta$, and the first two values agree, so $T_k(\cos\theta) = \cos(k\theta)$. Every $x \in [-1,1]$ is a cosine, hence $|T_k(x)| \le 1$ there.

**Amplitudes on eigenvectors.** Let $Hb = \mu b$ with $\mu$ real. For any vector $w$, $\langle b, Hw\rangle = \langle Hb, w\rangle = \mu\langle b, w\rangle$. The amplitudes therefore satisfy

$$\langle b, \varphi_{k+2}\rangle = 2\mu\langle b, \varphi_{k+1}\rangle - \langle b, \varphi_k\rangle ,$$

and induction gives $\langle b, \varphi_k\rangle = T_k(\mu)\langle b, \varphi_0\rangle$.

**The sum over the eigenbasis.** Take an orthonormal eigenbasis $b_i$ with eigenvalues $\mu_i$. Then

$$\|\varphi_k\|^2 = \sum_i |T_k(\mu_i)|^2\,|\langle b_i, \varphi_0\rangle|^2 \le \sum_i |\langle b_i, \varphi_0\rangle|^2 = \|\varphi_0\|^2 .$$

The bound for a finite expansion follows from the triangle inequality.

## Growth when an eigenvalue lies outside

For $|x| \ge 1$, each step multiplies the modulus by at least $|x|$: $|T_{m+1}(x)| \ge |x|\,|T_m(x)|$. For $m=0$ this is an equality. If it holds for $m$, then $|T_m(x)| \le |x|\,|T_m(x)| \le |T_{m+1}(x)| \le |x|\,|T_{m+1}(x)|$, and so

$$|T_{m+2}(x)| \ge 2|x|\,|T_{m+1}(x)| - |T_m(x)| \ge |x|\,|T_{m+1}(x)| .$$

Iterating from $T_0 = 1$ gives $|T_k(x)| \ge |x|^k$.

Now suppose that a uniform constant $K$ exists but some eigenvalue has $|\mu| > 1$. Start from an eigenvector, $\varphi_0 = v \ne 0$ with $Hv = \mu v$. The amplitude formula and the Cauchy–Schwarz inequality give

$$|T_k(\mu)|\,\|v\|^2 = |\langle v, \varphi_k\rangle| \le \|v\|\,\|\varphi_k\| \le K\|v\|^2 .$$

Hence $|\mu|^k \le K$ for all $k$, which is impossible. Conversely, if the spectrum lies in $[-1,1]$, the norm bound supplies $K = 1$.

## The step in a propagation code

With $\hbar = 1$ and a physical Hamiltonian $H_{\text{phys}}$, choose a real $a$ and an $R > 0$ such that every eigenvalue $\varepsilon$ satisfies $|\varepsilon - a| \le R$, and run the recursion with $H = (H_{\text{phys}} - a)/R$. The propagated state is

$$e^{-iH_{\text{phys}}t}\varphi_0 = e^{-iat}\sum_{k\ge 0} c_k\varphi_k, \qquad c_0 = J_0(Rt), \quad c_k = 2(-i)^k J_k(Rt) \ \ (k \ge 1),$$

where $J_k$ are Bessel functions; this expansion is quoted and is not part of the Lean file. The loop keeps two recent vectors and an accumulator, and each new term costs one application of $H$. Extending the sum from $k = M$ to $k = N$ changes the result by at most $\sum_{k=M+1}^{N}|c_k|\,\|\varphi_0\|$, so the coefficients alone control the truncation.

If $R$ is too small, the growth of the vectors $\varphi_k$ can be severe. A rescaled eigenvalue of $1.01$ gives $T_{100}(1.01) \approx 7\times 10^5$, far above the lower bound $1.01^{100} \approx 2.7$. In exact arithmetic, extremal eigenvalues estimated by a few Lanczos steps never lie outside the true spectral range and may fall short of its ends, so without an error bound it is prudent to add a safety margin.

## The Lean file

```lean
import Mathlib

open Polynomial.Chebyshev (T T_add_two)

namespace ChebyshevPropagation

noncomputable section

variable {E : Type*} [NormedAddCommGroup E] [InnerProductSpace ℂ E]

/-- The Chebyshev vectors of an operator `H` and a starting vector `v`:
`φ₀ = v`, `φ₁ = H v`, `φ_(k+2) = 2 H φ_(k+1) - φ_k`. -/
def chebVec (H : E →ₗ[ℂ] E) (v : E) : ℕ → E
  | 0 => v
  | 1 => H v
  | k + 2 => (2 : ℂ) • H (chebVec H v (k + 1)) - chebVec H v k

/-- The recursion applies the Chebyshev polynomial of the operator to the
starting vector: `φ_k = T_k(H) φ₀`. -/
theorem chebVec_eq_aeval (H : E →ₗ[ℂ] E) (v : E) :
    ∀ k : ℕ, chebVec H v k = Polynomial.aeval H (T ℂ (k : ℤ)) v
  | 0 => by simp [chebVec]
  | 1 => by simp [chebVec]
  | k + 2 => by
    have hT : T ℂ ((k + 2 : ℕ) : ℤ)
        = (2 : ℂ) • (Polynomial.X * T ℂ ((k + 1 : ℕ) : ℤ)) - T ℂ (k : ℤ) := by
      push_cast
      rw [T_add_two, Polynomial.smul_eq_C_mul,
        show (Polynomial.C (2 : ℂ)) = 2 from map_ofNat Polynomial.C 2]
      ring
    rw [chebVec, chebVec_eq_aeval H v (k + 1), chebVec_eq_aeval H v k, hT]
    simp only [map_sub, map_smul, map_mul, Polynomial.aeval_X, LinearMap.sub_apply,
      LinearMap.smul_apply, Module.End.mul_apply]

/-- The three-term recursion for the values of the Chebyshev polynomials at a real point. -/
theorem eval_T_rec (x : ℝ) (k : ℕ) :
    (T ℝ ((k + 2 : ℕ) : ℤ)).eval x
      = 2 * x * (T ℝ ((k + 1 : ℕ) : ℤ)).eval x - (T ℝ (k : ℤ)).eval x := by
  push_cast
  rw [T_add_two]
  simp

/-- At the cosine of an angle the Chebyshev polynomial is the cosine of the
multiple angle: `T_k(cos θ) = cos(kθ)`. -/
theorem eval_T_cos (θ : ℝ) :
    ∀ k : ℕ, (T ℝ (k : ℤ)).eval (Real.cos θ) = Real.cos ((k : ℝ) * θ)
  | 0 => by simp
  | 1 => by simp
  | k + 2 => by
    have e1 : ((k + 2 : ℕ) : ℝ) * θ = ((k + 1 : ℕ) : ℝ) * θ + θ := by push_cast; ring
    have e2 : (k : ℝ) * θ = ((k + 1 : ℕ) : ℝ) * θ - θ := by push_cast; ring
    rw [eval_T_rec, eval_T_cos θ (k + 1), eval_T_cos θ k, e1, e2, Real.cos_add, Real.cos_sub]
    ring

/-- The amplitude of `φ_k` on an eigenvector `b` of a Hermitian operator with eigenvalue `μ`
is `T_k(μ)` times the amplitude of the starting vector. -/
theorem inner_chebVec {H : E →ₗ[ℂ] E} (hH : H.IsSymmetric) {b : E} {μ : ℝ}
    (hb : H b = (μ : ℂ) • b) (v : E) :
    ∀ k : ℕ, inner ℂ b (chebVec H v k)
      = (((T ℝ (k : ℤ)).eval μ : ℝ) : ℂ) * inner ℂ b v := by
  -- a Hermitian operator may be moved onto its eigenvector
  have key : ∀ w, inner ℂ b (H w) = (μ : ℂ) * inner ℂ b w := fun w => by
    rw [← hH b w, hb, inner_smul_left, Complex.conj_ofReal]
  intro k
  induction k using Nat.strong_induction_on with
  | _ k ih =>
    match k, ih with
    | 0, _ => simp [chebVec]
    | 1, _ => simp [chebVec, key]
    | k + 2, ih =>
      rw [chebVec, inner_sub_right, inner_smul_right, key, ih (k + 1) (by omega),
        ih k (by omega), eval_T_rec]
      simp only [Complex.ofReal_sub, Complex.ofReal_mul, Complex.ofReal_ofNat]
      ring

/-- For a Hermitian operator with all eigenvalues in `[-1, 1]`, the Chebyshev vectors are
`φ_k = T_k(H) φ₀` and none of them is longer than the starting vector. -/
theorem chebyshev_recursion_stable [FiniteDimensional ℂ E] {H : E →ₗ[ℂ] E}
    (hH : H.IsSymmetric)
    (hspec : ∀ μ : ℝ, Module.End.HasEigenvalue H (μ : ℂ) → |μ| ≤ 1) (v : E) (k : ℕ) :
    chebVec H v k = Polynomial.aeval H (T ℂ (k : ℤ)) v ∧ ‖chebVec H v k‖ ≤ ‖v‖ := by
  refine ⟨chebVec_eq_aeval H v k, ?_⟩
  let b := hH.eigenvectorBasis rfl
  -- the squared norm is the sum of the squared amplitudes in the eigenbasis
  have hn : ∀ x : E, ‖x‖ ^ 2 = ∑ i, ‖inner ℂ (b i) x‖ ^ 2 := fun x => by
    rw [← b.repr.norm_map x, EuclideanSpace.norm_sq_eq]
    simp only [b.repr_apply_apply]
  refine (pow_le_pow_iff_left₀ (norm_nonneg _) (norm_nonneg _) two_ne_zero).mp ?_
  rw [hn, hn]
  refine Finset.sum_le_sum fun i _ => ?_
  have hμ : |hH.eigenvalues rfl i| ≤ 1 := hspec _ (hH.hasEigenvalue_eigenvalues rfl i)
  -- each amplitude is multiplied by a cosine
  have hT : |(T ℝ (k : ℤ)).eval (hH.eigenvalues rfl i)| ≤ 1 := by
    rw [← Real.cos_arccos (abs_le.mp hμ).1 (abs_le.mp hμ).2, eval_T_cos]
    exact Real.abs_cos_le_one _
  rw [inner_chebVec hH (hH.apply_eigenvectorBasis rfl i) v k, norm_mul, Complex.norm_real,
    Real.norm_eq_abs]
  exact pow_le_pow_left₀ (by positivity) (mul_le_of_le_one_left (norm_nonneg _) hT) 2

/-- A finite Chebyshev expansion with coefficients `c_k` has norm at most `∑ |c_k|` times the
norm of the starting vector, if the eigenvalues lie in `[-1, 1]`. -/
theorem norm_expansion_le [FiniteDimensional ℂ E] {H : E →ₗ[ℂ] E} (hH : H.IsSymmetric)
    (hspec : ∀ μ : ℝ, Module.End.HasEigenvalue H (μ : ℂ) → |μ| ≤ 1)
    (v : E) (c : ℕ → ℂ) (s : Finset ℕ) :
    ‖∑ k ∈ s, c k • chebVec H v k‖ ≤ (∑ k ∈ s, ‖c k‖) * ‖v‖ := by
  rw [Finset.sum_mul]
  refine (norm_sum_le _ _).trans (Finset.sum_le_sum fun k _ => ?_)
  rw [norm_smul]
  exact mul_le_mul_of_nonneg_left (chebyshev_recursion_stable hH hspec v k).2 (norm_nonneg _)

/-- For real `x` with `|x| ≥ 1`, the Chebyshev polynomials satisfy the lower bound `|x|^k ≤
|T_k(x)|`. -/
theorem pow_le_abs_eval_T {x : ℝ} (hx : 1 ≤ |x|) (k : ℕ) :
    |x| ^ k ≤ |(T ℝ (k : ℤ)).eval x| := by
  -- each step multiplies the modulus by at least `|x|`
  have step : ∀ m : ℕ, |x| * |(T ℝ (m : ℤ)).eval x| ≤ |(T ℝ ((m + 1 : ℕ) : ℤ)).eval x| := by
    intro m
    induction m with
    | zero => simp
    | succ m ih =>
      rw [eval_T_rec]
      have h1 := abs_sub_abs_le_abs_sub (2 * x * (T ℝ ((m + 1 : ℕ) : ℤ)).eval x)
        ((T ℝ (m : ℤ)).eval x)
      rw [abs_mul, abs_mul, abs_two] at h1
      have h2 := le_mul_of_one_le_left (abs_nonneg ((T ℝ (m : ℤ)).eval x)) hx
      have h3 := le_mul_of_one_le_left (abs_nonneg ((T ℝ ((m + 1 : ℕ) : ℤ)).eval x)) hx
      linarith
  induction k with
  | zero => simp
  | succ k ih =>
    rw [pow_succ']
    exact (mul_le_mul_of_nonneg_left ih (abs_nonneg x)).trans (step k)

/-- For a Hermitian operator, a constant `K` with `‖φ_k‖ ≤ K ‖φ₀‖` for all `k` and all starting
vectors `φ₀` exists if and only if all eigenvalues lie in `[-1, 1]`. -/
theorem stable_iff_spectrum [FiniteDimensional ℂ E] {H : E →ₗ[ℂ] E} (hH : H.IsSymmetric) :
    (∃ K : ℝ, ∀ (v : E) (k : ℕ), ‖chebVec H v k‖ ≤ K * ‖v‖) ↔
      ∀ μ : ℝ, Module.End.HasEigenvalue H (μ : ℂ) → |μ| ≤ 1 := by
  constructor
  · rintro ⟨K, hK⟩ μ hμ
    by_contra hlt
    have h1 : 1 < |μ| := lt_of_not_ge hlt
    obtain ⟨v, hv⟩ := hμ.exists_hasEigenvector
    have hpos : 0 < ‖v‖ := norm_pos_iff.mpr hv.2
    obtain ⟨k, hk⟩ := pow_unbounded_of_one_lt K h1
    -- compare the overlap of `φ_k` with `v` to the assumed bound
    have h2 := norm_inner_le_norm (𝕜 := ℂ) v (chebVec H v k)
    rw [inner_chebVec hH hv.apply_eq_smul v k, norm_mul, Complex.norm_real, Real.norm_eq_abs,
      inner_self_eq_norm_sq_to_K, norm_pow] at h2
    have h3 : ‖((‖v‖ : ℝ) : ℂ)‖ = ‖v‖ := by simp
    have h4 : |(T ℝ (k : ℤ)).eval μ| * ‖v‖ ^ 2 ≤ ‖v‖ * ‖chebVec H v k‖ := by
      rw [← h3] at h2
      simpa using h2
    have h5 := mul_le_mul_of_nonneg_left (hK v k) hpos.le
    have h6 : K < |(T ℝ (k : ℤ)).eval μ| := hk.trans_le (pow_le_abs_eval_T h1.le k)
    have h7 := mul_lt_mul_of_pos_right h6 (pow_pos hpos 2)
    nlinarith
  · intro hspec
    exact ⟨1, fun v k => by
      rw [one_mul]
      exact (chebyshev_recursion_stable hH hspec v k).2⟩

end

end ChebyshevPropagation
```

```lean
#print axioms ChebyshevPropagation.chebyshev_recursion_stable
-- 'ChebyshevPropagation.chebyshev_recursion_stable' depends on axioms: [propext, Classical.choice, Quot.sound]
#print axioms ChebyshevPropagation.norm_expansion_le
-- 'ChebyshevPropagation.norm_expansion_le' depends on axioms: [propext, Classical.choice, Quot.sound]
#print axioms ChebyshevPropagation.stable_iff_spectrum
-- 'ChebyshevPropagation.stable_iff_spectrum' depends on axioms: [propext, Classical.choice, Quot.sound]
```

## Reading the statements

The operator is a linear map `H : E →ₗ[ℂ] E`, and `H.IsSymmetric` says $\langle Hx, y\rangle = \langle x, Hy\rangle$ for all $x, y$. A Hermitian $n\times n$ matrix acting on $\mathbb{C}^n$ is the concrete case. The starting vector $\varphi_0$ is `v`, and $\varphi_k$ is `chebVec H v k`.

The polynomial is Mathlib's `T`, whose index is an integer; this accounts for the casts `(k : ℤ)`. It has complex coefficients when evaluated at the operator by `Polynomial.aeval`, and real ones when evaluated at an eigenvalue.

The hypothesis `hspec` ranges over real $\mu$ only. This loses nothing, because the eigenvalues of a Hermitian operator are real.

The polynomial identity `chebVec_eq_aeval` needs neither Hermiticity nor finite dimension. The norm bound, the bound for finite expansions and the criterion assume both. The docstring of `norm_expansion_le` mentions only the eigenvalues, but its hypothesis `hH` is needed: a nonzero nilpotent matrix has only the eigenvalue $0$, yet $\varphi_1 = H\varphi_0$ can be much longer than $\varphi_0$. Rounding errors, unbounded Hamiltonians and non-Hermitian operators such as those with absorbing potentials are not treated.

## How the proof follows the derivation

`chebVec_eq_aeval` is the first induction. Its local identity `hT` puts the Chebyshev rule in a form that matches the definition of `chebVec`, and `simp only` then evaluates the resulting polynomial expression at the operator.

`eval_T_rec` states the rule for real values. `eval_T_cos` uses it together with `e1` and `e2`, which write the outer angles as $(k+1)\theta \pm \theta$, so that the addition formulas apply.

In `inner_chebVec`, `key` moves $H$ onto its eigenvector. Strong induction makes both earlier amplitudes available at step $k+2$.

`chebyshev_recursion_stable` combines these results. It takes the eigenbasis from Mathlib's spectral theorem, and `hn` expands a squared norm in that basis. The goal is changed to an inequality between squares, which `Finset.sum_le_sum` reduces to single terms. For each term, `hT` writes the eigenvalue as the cosine of its arccosine and bounds the resulting cosine by one. `norm_expansion_le` adds the triangle inequality.

In `pow_le_abs_eval_T`, `step` is the one-step growth estimate. The reverse triangle inequality is `h1`, the two uses of $|x| \ge 1$ are `h2` and `h3`, and `linarith` combines them with the induction hypothesis.

The forward direction of `stable_iff_spectrum` argues by contradiction. It picks $k$ with $K < |\mu|^k$, obtains the Cauchy–Schwarz estimate as `h4`, inserts the assumed bound in `h5`, and lets `nlinarith` find the conflict with `h7`. The reverse direction supplies the constant `1`.
